# Real orthogonal remixing of Cholesky vectors leaves the law of a phaseless force-bias step unchanged

**Q:** Take one auxiliary field $x$, a standard real Gaussian, and one matrix $v$. Flip its sign, $w=-v$. The bias is a linear function of the matrix, so $F(w)=-F(v)$. Each walker is now pushed differently for the same $x$. Why should a phaseless calculation not notice?

**A:** Because the flipped step at $x$ is the old step at $-x$:

$$(x-F(w))\,w=(-x-F(v))\,v,\qquad xF(w)-\tfrac12F(w)^2=(-x)F(v)-\tfrac12F(v)^2 .$$

The first expression is the shifted one-body operator, the second the logarithmic reweighting factor. Both change together, and $-x$ has the same law as $x$. With several fields, a real orthogonal matrix $Q$ replaces the sign.

**Q:** Show me the general case by hand.

**A:** Let $w_g=\sum_h Q_{gh}v_h$, $b_g=F(v_g)$ and $y=Q^{T}x$, so $y_h=\sum_g Q_{gh}x_g$. Terms linear in the field give

$$\sum_g x_g w_g=\sum_h y_h v_h,\qquad \sum_g x_gF(w_g)=\sum_h y_hF(v_h).$$

Terms quadratic in the matrices use $\sum_g Q_{gh}Q_{gk}=\delta_{hk}$:

$$\sum_g F(w_g)w_g=\sum_{h,k}\Big(\sum_g Q_{gh}Q_{gk}\Big)F(v_h)v_k=\sum_h F(v_h)v_h,$$

and likewise $\sum_g F(w_g)^2=\sum_h F(v_h)^2$. So the remixed step at $x$ equals the original step at $y$. For any real vector $c$,

$$\mathbb E\,e^{ic\cdot y}=\mathbb E\,e^{i(Qc)\cdot x}=e^{-(Qc)\cdot(Qc)/2}=e^{-c\cdot c/2},$$

so $y$ has the law of $x$, and the two pairs have the same joint law.

**Q:** What are the fields and matrices in the formal version?

**A:** `ι` labels the fields and `n` the basis functions, both finite. The $v_g$ are arbitrary complex matrices; in an application they absorb the factor $i\sqrt{\tau}$ of a time step $\tau$. `fieldLaw` is the product of standard Gaussians, and `remix` is $w_g$.

```lean
import Mathlib

open Matrix MeasureTheory ProbabilityTheory
open scoped ENNReal

namespace PhaselessRemixing

noncomputable section

variable {ι n e : Type*} [Fintype ι] [Fintype n] [DecidableEq n] [Fintype e] [DecidableEq e]

/-- The law of the auxiliary fields: independent standard real Gaussians. -/
abbrev fieldLaw (ι : Type*) [Fintype ι] : Measure (ι → ℝ) :=
  Measure.pi fun _ => gaussianReal 0 1

/-- The remixed Cholesky matrices `w_g = ∑_h Q_gh v_h`. -/
def remix (Q : Matrix ι ι ℝ) (v : ι → Matrix n n ℂ) (g : ι) : Matrix n n ℂ :=
  ∑ h, (Q g h : ℂ) • v h
```

**Q:** And the reweighting factor? The bias is complex.

**A:** Shifting the Gaussian density $p$ gives $p(x-b)=p(x)\,e^{x\cdot b-b\cdot b/2}$, where $b\cdot b=\sum_g b_g^2$ has no complex conjugation. `stepData` keeps that convention and returns the operator and the exponent as a pair.

```lean
/-- The data of one propagation step with biases `b_g = F(v_g)`: the shifted one-body
operator `∑ (x_g - b_g) v_g` and the logarithmic reweighting factor `x·b - b·b/2`. -/
def stepData (F : Matrix n n ℂ →ₗ[ℂ] ℂ) (v : ι → Matrix n n ℂ) (x : ι → ℝ) :
    Matrix n n ℂ × ℂ :=
  (∑ g, ((x g : ℂ) - F (v g)) • v g,
    ∑ g, (x g : ℂ) * F (v g) - (∑ g, F (v g) ^ 2) / 2)
```

**Q:** An arbitrary linear functional $F$ is not yet a force bias.

**A:** The force bias is one such functional. For a trial determinant $\psi$ and a walker $\varphi$, both given by orbital matrices whose columns are labelled by `e`, it is

$$F(v)=-\operatorname{tr}\!\big[\psi^\dagger v\varphi\,(\psi^\dagger\varphi)^{-1}\big],$$

minus the mixed estimator of $v$. The definition includes the proof of linearity.

```lean
/-- The force bias of a one-body operator: minus its mixed estimator between the trial
determinant `ψ` and the walker `φ`, for nonzero overlap `det (ψᴴ φ)`. -/
def forceBias (ψ φ : Matrix n e ℂ) : Matrix n n ℂ →ₗ[ℂ] ℂ where
  toFun v := -(ψᴴ * v * φ * (ψᴴ * φ)⁻¹).trace
  map_add' a b := by
    simp only [Matrix.mul_add, Matrix.add_mul, Matrix.trace_add, neg_add]
  map_smul' c a := by
    simp only [Matrix.mul_smul, Matrix.smul_mul, Matrix.trace_smul, smul_neg, RingHom.id_apply]
```

**Q:** Where is the phaseless approximation itself?

**A:** In the weight update. The walker becomes $\varphi'=B\,e^{A}B\varphi$, where $A$ is the shifted operator and $B$ a fixed half-step propagator. With $r=\det(\psi^\dagger\varphi')/\det(\psi^\dagger\varphi)$ and $\ell$ the logarithmic factor, the weight is multiplied by $|r\,e^{\ell}|\max(0,\cos\arg r)$. This is the overlap-ratio form of the weight, not the local-energy form. The physical reading needs nonzero overlap with the trial; at zero overlap Lean's conventions merely assign values to the inverse and the quotient.

```lean
/-- The ratio of the overlaps of the new and the old walker with the trial determinant,
for an old walker of nonzero overlap. -/
def overlapRatio (ψ φ' φ : Matrix n e ℂ) : ℂ := (ψᴴ * φ').det / (ψᴴ * φ).det

/-- One phaseless update of a walker and its weight, for a walker of nonzero overlap:
propagate with the half-step `B` on both sides of the field propagator, then multiply the
weight by the modulus of the importance function and by the cosine projection. -/
def phaselessStep (ψ : Matrix n e ℂ) (B : Matrix n n ℂ) (s : Matrix n e ℂ × ℝ)
    (d : Matrix n n ℂ × ℂ) : Matrix n e ℂ × ℝ :=
  let φ' := B * NormedSpace.exp d.1 * B * s.1
  let r := overlapRatio ψ φ' s.1
  (φ', s.2 * ‖r * Complex.exp d.2‖ * max 0 (Real.cos r.arg))
```

**Q:** The force bias changes as the walker moves. Is that included?

**A:** Yes. `phaselessMean` integrates over one set of fields per step and rebuilds the bias from the current walker each time. The observable `f` takes values in $[0,\infty]$, so no integrability condition is needed. For measurable integrands the result is the ordinary expectation over one walker's path.

```lean
/-- The mean of a nonnegative observable `f` of walker and weight after a number of phaseless
steps, with the force bias recomputed from the current walker at each step. -/
def phaselessMean (ψ : Matrix n e ℂ) (B : Matrix n n ℂ) (v : ι → Matrix n n ℂ)
    (f : Matrix n e ℂ × ℝ → ℝ≥0∞) : ℕ → Matrix n e ℂ × ℝ → ℝ≥0∞
  | 0, s => f s
  | N + 1, s => ∫⁻ x, phaselessMean ψ B v f N
      (phaselessStep ψ B s (stepData (forceBias ψ s.1) v x)) ∂(fieldLaw ι)
```

**Q:** Now the proof. How does it establish that rotated Gaussians are the same Gaussians?

**A:** Through the characteristic function, as above. The first lemma writes $e^{ic\cdot x}$ as a product over fields, factorises the integral by independence and inserts the one-dimensional Gaussian result.

```lean
/-- The characteristic function of the auxiliary fields at `c` is `exp (-c·c/2)`. -/
theorem fieldLaw_characteristic (c : ι → ℝ) :
    ∫ x, Complex.exp (((c ⬝ᵥ x : ℝ) : ℂ) * Complex.I) ∂(fieldLaw ι)
      = Complex.exp (-((c ⬝ᵥ c : ℝ) : ℂ) / 2) := by
  have h1 : ∀ x : ι → ℝ, Complex.exp (((c ⬝ᵥ x : ℝ) : ℂ) * Complex.I)
      = ∏ i, Complex.exp ((c i : ℂ) * (x i : ℂ) * Complex.I) := by
    intro x
    rw [← Complex.exp_sum, ← Finset.sum_mul]
    simp only [dotProduct, Complex.ofReal_sum, Complex.ofReal_mul]
  have h2 : ∀ i, ∫ y : ℝ, Complex.exp ((c i : ℂ) * (y : ℂ) * Complex.I) ∂(gaussianReal 0 1)
      = Complex.exp (-((c i : ℂ) * (c i : ℂ)) / 2) := by
    intro i
    rw [← charFun_apply_real, charFun_gaussianReal]
    congr 1
    push_cast
    ring
  -- independence factorises the integral
  simp_rw [h1]
  rw [integral_fintype_prod_eq_prod
    (fun i (y : ℝ) => Complex.exp ((c i : ℂ) * (y : ℂ) * Complex.I))]
  simp_rw [h2]
  rw [← Complex.exp_sum]
  congr 1
  simp only [dotProduct, Complex.ofReal_sum, Complex.ofReal_mul]
  rw [← Finset.sum_div, Finset.sum_neg_distrib]
```

The second writes a general linear functional as a dot product with a vector `l`. Then `hrot` moves $Q$ from the field onto `l`, and `hnorm` uses $Q^TQ=1$ to show that the length of `l` is preserved. Equal characteristic functions give equal measures.

```lean
variable [DecidableEq ι] {Q : Matrix ι ι ℝ}

/-- The law of the auxiliary fields is invariant under `x ↦ Qᵀ x` for real orthogonal `Q`. -/
theorem fieldLaw_rotation (hQ : Qᵀ * Q = 1) :
    MeasurePreserving (fun x : ι → ℝ => Qᵀ *ᵥ x) (fieldLaw ι) (fieldLaw ι) := by
  have hc : Continuous (fun x : ι → ℝ => Qᵀ *ᵥ x) :=
    Continuous.matrix_mulVec continuous_const continuous_id
  refine ⟨hc.measurable, ?_⟩
  apply Measure.ext_of_charFunDual
  ext L
  rw [charFunDual_apply, charFunDual_apply, integral_map hc.measurable.aemeasurable
    (Continuous.aestronglyMeasurable (by fun_prop))]
  -- write the functional `L` as a dot product
  let l : ι → ℝ := fun i => L (Pi.single i 1)
  have hL : ∀ y : ι → ℝ, L y = l ⬝ᵥ y := by
    intro y
    have hy : y = ∑ i, y i • (Pi.single i 1 : ι → ℝ) := by
      ext j
      simp [Finset.sum_apply, Pi.single_apply]
    conv_lhs => rw [hy]
    rw [map_sum]
    refine Finset.sum_congr rfl fun i _ => ?_
    rw [map_smul, smul_eq_mul, mul_comm]
  have hrot : ∀ x : ι → ℝ, l ⬝ᵥ (Qᵀ *ᵥ x) = (Q *ᵥ l) ⬝ᵥ x := by
    intro x
    rw [Matrix.dotProduct_mulVec, Matrix.vecMul_transpose]
  have hnorm : (Q *ᵥ l) ⬝ᵥ (Q *ᵥ l) = l ⬝ᵥ l := by
    rw [Matrix.dotProduct_mulVec, ← Matrix.mulVec_transpose, Matrix.mulVec_mulVec, hQ,
      Matrix.one_mulVec]
  simp_rw [hL, hrot]
  rw [fieldLaw_characteristic, fieldLaw_characteristic, hnorm]
```

**Q:** And the quadratic terms?

**A:** They are all instances of one lemma: $\sum_g B(w_g,w_g)=\sum_g B(v_g,v_g)$ for every complex-bilinear $B$ (here a bilinear map, not the half-step). In its proof, `key` is $\sum_g Q_{gh}Q_{gk}=\delta_{hk}$, and the `calc` block expands, exchanges the sums and collapses them.

```lean
omit [Fintype n] [DecidableEq n] in
/-- Every bilinear contraction `∑_g B(v_g, v_g)` of the Cholesky matrices is unchanged by
real orthogonal remixing. -/
theorem sum_bilinear_remix {E : Type*} [AddCommGroup E] [Module ℂ E] (hQ : Qᵀ * Q = 1)
    (v : ι → Matrix n n ℂ) (B : Matrix n n ℂ →ₗ[ℂ] Matrix n n ℂ →ₗ[ℂ] E) :
    ∑ g, B (remix Q v g) (remix Q v g) = ∑ g, B (v g) (v g) := by
  have key : ∀ h k, ∑ g, (Q g h : ℂ) * (Q g k : ℂ) = if h = k then 1 else 0 := by
    intro h k
    have q : (Qᵀ * Q) h k = (1 : Matrix ι ι ℝ) h k := by rw [hQ]
    simp only [Matrix.mul_apply, Matrix.transpose_apply, Matrix.one_apply] at q
    split_ifs at q ⊢ <;> exact_mod_cast q
  have e1 : ∀ g y, B (remix Q v g) y = ∑ h, (Q g h : ℂ) • B (v h) y := by
    intro g y
    simp only [remix, map_sum, map_smul, LinearMap.sum_apply, LinearMap.smul_apply]
  have e2 : ∀ g y, B y (remix Q v g) = ∑ k, (Q g k : ℂ) • B y (v k) := by
    intro g y
    simp only [remix, map_sum, map_smul]
  calc ∑ g, B (remix Q v g) (remix Q v g)
      = ∑ g, ∑ h, ∑ k, ((Q g h : ℂ) * (Q g k : ℂ)) • B (v h) (v k) := by
        refine Finset.sum_congr rfl fun g _ => ?_
        rw [e1]
        refine Finset.sum_congr rfl fun h _ => ?_
        rw [e2, Finset.smul_sum]
        simp only [smul_smul]
    _ = ∑ h, ∑ k, (∑ g, (Q g h : ℂ) * (Q g k : ℂ)) • B (v h) (v k) := by
        rw [Finset.sum_comm]
        refine Finset.sum_congr rfl fun h _ => ?_
        rw [Finset.sum_comm]
        refine Finset.sum_congr rfl fun k _ => ?_
        rw [Finset.sum_smul]
    _ = ∑ h, B (v h) (v h) := by simp [key, ite_smul]
```

**Q:** The next theorem, `twoBody_remix`, multiplies $n\times n$ matrices. Is $\sum_g v_g^2$ then the interaction?

**A:** No, despite the theorem's name. In an orthonormal basis, $\sum_g v_g^2$ is, up to a constant factor, the one-body matrix that appears when the interaction is rewritten as squares of one-body operators. Its invariance is why the same $B$ can serve before and after remixing. The interaction tensor is proportional to $\sum_g (v_g)_{ij}(v_g)_{kl}$; for its invariance, apply the preceding lemma to the bilinear map $(a,b)\mapsto a_{ij}b_{kl}$.

```lean
/-- Real orthogonal remixing leaves the sum of matrix squares `∑_g v_g²` unchanged. -/
theorem twoBody_remix (hQ : Qᵀ * Q = 1) (v : ι → Matrix n n ℂ) :
    ∑ g, remix Q v g * remix Q v g = ∑ g, v g * v g :=
  sum_bilinear_remix hQ v (LinearMap.mul ℂ (Matrix n n ℂ))
```

**Q:** That leaves the terms linear in $x$.

**A:** The next lemma exchanges the two sums and recognises $(Q^{T}x)_h$. `stepData_remix` then assembles the pair. For the operator it uses the bilinear map $(a,b)\mapsto F(a)b$, for the exponent $(a,b)\mapsto F(a)F(b)$. The result is an identity for each field $x$, with no probability in it yet.

```lean
omit [Fintype n] [DecidableEq n] [DecidableEq ι] in
/-- In a sum linear in the fields, remixing the Cholesky matrices by `Q` amounts to
replacing the field `x` by `Qᵀ x`. -/
theorem sum_field_remix {E : Type*} [AddCommGroup E] [Module ℂ E] (v : ι → Matrix n n ℂ)
    (x : ι → ℝ) (L : Matrix n n ℂ →ₗ[ℂ] E) :
    ∑ g, (x g : ℂ) • L (remix Q v g) = ∑ h, (((Qᵀ *ᵥ x) h : ℝ) : ℂ) • L (v h) := by
  simp only [remix, map_sum, map_smul, Finset.smul_sum, smul_smul]
  rw [Finset.sum_comm]
  refine Finset.sum_congr rfl fun h _ => ?_
  rw [← Finset.sum_smul]
  congr 1
  simp only [Matrix.mulVec, dotProduct, Matrix.transpose_apply, Complex.ofReal_sum,
    Complex.ofReal_mul]
  exact Finset.sum_congr rfl fun g _ => mul_comm _ _

/-- For real orthogonal `Q` and biases given by a complex-linear functional, the remixed step at
field `x` has the same one-body operator and reweighting factor as the original step at field
`Qᵀ x`. -/
theorem stepData_remix (hQ : Qᵀ * Q = 1) (F : Matrix n n ℂ →ₗ[ℂ] ℂ)
    (v : ι → Matrix n n ℂ) (x : ι → ℝ) :
    stepData F (remix Q v) x = stepData F v (Qᵀ *ᵥ x) := by
  refine Prod.ext ?_ ?_
  · have hx : ∑ g, (x g : ℂ) • remix Q v g = ∑ h, (((Qᵀ *ᵥ x) h : ℝ) : ℂ) • v h :=
      sum_field_remix v x LinearMap.id
    have hF : ∑ g, F (remix Q v g) • remix Q v g = ∑ g, F (v g) • v g :=
      sum_bilinear_remix hQ v (LinearMap.lsmul ℂ (Matrix n n ℂ) ∘ₗ F)
    simp only [stepData, sub_smul, Finset.sum_sub_distrib]
    rw [hx, hF]
  · have hx : ∑ g, (x g : ℂ) * F (remix Q v g)
        = ∑ h, (((Qᵀ *ᵥ x) h : ℝ) : ℂ) * F (v h) := by
      simpa only [smul_eq_mul] using sum_field_remix (Q := Q) v x F
    have hF : ∑ g, F (remix Q v g) * F (remix Q v g) = ∑ g, F (v g) * F (v g) :=
      sum_bilinear_remix hQ v ((LinearMap.mul ℂ ℂ).compl₁₂ F F)
    simp only [stepData, pow_two]
    rw [hx, hF]
```

**Q:** So with the same random seed, my two runs would still differ?

**A:** In general, yes. The same $x$ gives different steps; only the distributions agree. To pass from the identity to the distributions, the proof combines the invariance of the Gaussian law with the fact that the rotation is a measurable embedding. Injectivity comes from multiplying by $Q$ and using $QQ^T=1$, which follows from $Q^TQ=1$ for a square matrix.

```lean
/-- A real orthogonal rotation of the fields is a measurable embedding. -/
theorem rotation_embedding (hQ : Qᵀ * Q = 1) :
    MeasurableEmbedding (fun x : ι → ℝ => Qᵀ *ᵥ x) := by
  refine Continuous.measurableEmbedding
    (Continuous.matrix_mulVec continuous_const continuous_id) ?_
  intro x y hxy
  have h : Q *ᵥ (Qᵀ *ᵥ x) = Q *ᵥ (Qᵀ *ᵥ y) := congrArg (fun z => Q *ᵥ z) hxy
  rwa [Matrix.mulVec_mulVec, Matrix.mulVec_mulVec, mul_eq_one_comm.mp hQ,
    Matrix.one_mulVec, Matrix.one_mulVec] at h
```

The joint law is then compared on every set `S` of pairs. For measurable events the two sides are probabilities; for other sets they are outer measures, and the equality still holds.

```lean
/-- For real orthogonal `Q` and biases given by a complex-linear functional, the shifted one-body
operator and the logarithmic reweighting factor have the same joint law before and after remixing:
every set `S` of outcomes has the same probability (outer measure, if the event is not measurable).
-/
theorem joint_law_remix (hQ : Qᵀ * Q = 1) (F : Matrix n n ℂ →ₗ[ℂ] ℂ)
    (v : ι → Matrix n n ℂ) (S : Set (Matrix n n ℂ × ℂ)) :
    fieldLaw ι {x | stepData F (remix Q v) x ∈ S} = fieldLaw ι {x | stepData F v x ∈ S} := by
  simp_rw [stepData_remix hQ]
  exact (fieldLaw_rotation hQ).measure_preimage_emb (rotation_embedding hQ)
    {x | stepData F v x ∈ S}
```

**Q:** Does it matter that $F$ is linear? Suppose I cap each bias at modulus one.

**A:** Then the result can fail. Take $1\times1$ matrices $v_1=i\sqrt2$, $v_2=0$, for which the force bias is $-z$, the capped bias $F(z)=-z/\max(1,|z|)$, and

$$Q=\frac1{\sqrt2}\begin{pmatrix}1&1\\1&-1\end{pmatrix}.$$

Then $w_1=w_2=i$. The original biases are $(-i,0)$ and the operator is $i\sqrt2(x_1+i)=i\sqrt2\,x_1-\sqrt2$, with mean $-\sqrt2$. The remixed biases are $(-i,-i)$ and the operator is $i(x_1+x_2)-2$, with mean $-2$. So an arbitrary function $F$ will not do, even if it is continuous and odd.

**Q:** With the uncapped force bias, what do I learn about a whole simulation?

**A:** For this model of a single walker in a finite basis with a single-determinant trial, the systematic error of the phaseless constraint in auxiliary-field Monte Carlo does not depend on which orthogonal mixture of the Cholesky vectors is used. The last theorem proves the invariance for the mean of every nonnegative observable of walker and weight, after any number of steps and from any starting walker. An energy estimate is a ratio of weighted means whose numerator can have either sign; its invariance follows by applying the theorem to the positive and negative parts of the numerator and to the weight, whenever these means are finite and the mean weight is nonzero.

The proof is by induction on the number of steps. The induction hypothesis replaces the remaining steps of the remixed run by those of the original one, `stepData_remix` rotates the field of the current step, and invariance of the Gaussian law removes the rotation from the integral.

```lean
/-- Real orthogonal remixing of the Cholesky matrices leaves the phaseless mean of every
nonnegative observable of walker and weight unchanged, after any number of steps. -/
theorem phaselessMean_remix (hQ : Qᵀ * Q = 1) (ψ : Matrix n e ℂ) (B : Matrix n n ℂ)
    (v : ι → Matrix n n ℂ) (f : Matrix n e ℂ × ℝ → ℝ≥0∞) (N : ℕ) (s : Matrix n e ℂ × ℝ) :
    phaselessMean ψ B (remix Q v) f N s = phaselessMean ψ B v f N s := by
  induction N generalizing s with
  | zero => rfl
  | succ N ih =>
    simp only [phaselessMean, ih, stepData_remix hQ]
    -- the rotated field has the same law as the original one
    exact (fieldLaw_rotation hQ).lintegral_comp_emb (rotation_embedding hQ)
      (fun y => phaselessMean ψ B v f N
        (phaselessStep ψ B s (stepData (forceBias ψ s.1) v y)))

end

end PhaselessRemixing
```

```lean
#print axioms PhaselessRemixing.twoBody_remix
#print axioms PhaselessRemixing.joint_law_remix
#print axioms PhaselessRemixing.phaselessMean_remix
```

```
'PhaselessRemixing.twoBody_remix' depends on axioms: [propext, Classical.choice, Quot.sound]
'PhaselessRemixing.joint_law_remix' depends on axioms: [propext, Classical.choice, Quot.sound]
'PhaselessRemixing.phaselessMean_remix' depends on axioms: [propext, Classical.choice, Quot.sound]
```

**Q:** What should I not read into it?

**A:** The model has no population control, and $Q$ is square, so both sets have the same number of vectors. Two decompositions truncated at different thresholds need not be related by such a $Q$. Nor does the theorem say how large the phaseless error is, or cover runs that use a capped bias.
